# The doubles-CI correlation force per molecule vanishes for many identical, noninteracting two-configuration molecules

A: Take \(N\) identical molecules, far apart, and stretch the same internal coordinate \(x\) in all of them. Let \(E_N(x)\) be their correlation energy from configuration interaction with double excitations only, with one double per molecule. If the double lies \(2D(x)\) above the reference and couples to it by \(K(x)\), with \(D\) and \(K\) differentiable at \(x\) and \(K(x)>0\), then

\[
\frac{E_N'(x)}{\sqrt N}\to -K'(x),\qquad \frac{E_N'(x)}{N}\to 0 .
\]

The force is minus the gradient, so the correlation force per molecule tends to zero, although noninteracting molecules should each keep the force they have alone.

Q: Show me the calculation before any Lean.

A: Write \(c_0\) for the amplitude of the reference and \(c_i\) for that of the double on molecule \(i\). With the reference energy set to zero, the eigenvalue equations are

\[
K\sum_{i=1}^N c_i=E c_0,\qquad Kc_0+2Dc_i=Ec_i .
\]

If \(E\ne 2D\), the second equation gives \(c_i=Kc_0/(E-2D)\), and \(c_0\neq0\) because otherwise the whole vector would vanish. Substituting into the first gives \(E(E-2D)=NK^2\), hence \(E=D\pm S_N\) with \(S_N=\sqrt{D^2+NK^2}\). A level at \(E=2D\) cannot lie below \(D-S_N\), since \(S_N\ge|D|\). The lowest level is therefore

\[
E_N=D-S_N,\qquad E_N'=D'-\frac{DD'+NKK'}{S_N}.
\]

Dividing by \(\sqrt N\),

\[
\frac{E_N'}{\sqrt N}=\frac{D'}{\sqrt N}-\frac{DD'/N+KK'}{\sqrt{D^2/N+K^2}}\;\to\;-\frac{KK'}{K}=-K'.
\]

A further division by \(\sqrt N\) gives zero. The sign of \(K\) enters in the last step, where \(\sqrt{K^2}=K\); for negative \(K\) the limit would be \(+K'\).

Q: Where is the Hamiltonian in the Lean version? I would distrust a file that simply defined the energy as \(D-S_N\).

A: It defines the matrix. Index `0` is the reference and the other `N` indices are the doubles. Lower-case `d` and `k` are the values of \(D\) and \(K\) at one geometry; textbooks often write \(\Delta\) for \(D\).

```lean
import Mathlib

open Matrix Filter Topology

namespace DoublesCIGradient

noncomputable section

/-- The doubles-CI Hamiltonian of `N` noninteracting molecules: the reference has energy `0`,
each of the `N` double excitations has energy `2 * d` and couples to the reference by `k`. -/
def cidMatrix (N : ℕ) (d k : ℝ) : Matrix (Fin (N + 1)) (Fin (N + 1)) ℝ :=
  Matrix.of fun i j =>
    if i = j then (if i = 0 then 0 else 2 * d) else if i = 0 ∨ j = 0 then k else 0
```

Two doubles on different molecules do not couple: they differ in four spin orbitals, and the electronic Hamiltonian connects determinants that differ in at most two. The absence of interaction enters through `d` and `k`, which keep their one-molecule values whatever `N` is. States in which two molecules are both doubly excited are quadruple excitations, so the doubles-only truncation leaves them out.

Q: And the energy?

A: First the set of eigenvalues, each with a nonzero real eigenvector, then the infimum of that set.

```lean
/-- The set of eigenvalues of the doubles-CI Hamiltonian. -/
def cidLevels (N : ℕ) (d k : ℝ) : Set ℝ :=
  {E | ∃ v : Fin (N + 1) → ℝ, v ≠ 0 ∧ cidMatrix N d k *ᵥ v = E • v}

/-- The doubles-CI correlation energy: the infimum of the eigenvalues. -/
def cidEnergy (N : ℕ) (d k : ℝ) : ℝ := sInf (cidLevels N d k)
```

Q: An infimum need not be an eigenvalue.

A: Here it is one, for \(N\ge1\) and \(k\ne0\). Two lemmas first write out the matrix acting on a vector; they are the left-hand sides of my two eigenvalue equations.

```lean
/-- The reference component of `H v` collects the amplitudes of all double excitations. -/
theorem cidMatrix_mulVec_zero (N : ℕ) (d k : ℝ) (v : Fin (N + 1) → ℝ) :
    (cidMatrix N d k *ᵥ v) 0 = k * ∑ i : Fin N, v i.succ := by
  simp [cidMatrix, Matrix.mulVec, dotProduct, Fin.sum_univ_succ,
    (Fin.succ_ne_zero _).symm, Finset.mul_sum]

/-- Each doubles component of `H v` involves only the reference and that same double. -/
theorem cidMatrix_mulVec_succ (N : ℕ) (d k : ℝ) (v : Fin (N + 1) → ℝ) (i : Fin N) :
    (cidMatrix N d k *ᵥ v) i.succ = k * v 0 + 2 * d * v i.succ := by
  simp [cidMatrix, Matrix.mulVec, dotProduct, Fin.sum_univ_succ, Fin.succ_ne_zero]
```

The next theorem says that \(d-\sqrt{d^2+Nk^2}\) belongs to the set of eigenvalues and is a lower bound for it.

```lean
/-- For at least one molecule and nonzero coupling, the lowest doubles-CI eigenvalue
is `d - √(d² + N k²)`. -/
theorem isLeast_cidLevels {N : ℕ} (hN : 0 < N) (d : ℝ) {k : ℝ} (hk : k ≠ 0) :
    IsLeast (cidLevels N d k) (d - √(d ^ 2 + N * k ^ 2)) := by
  have hnn : 0 ≤ d ^ 2 + (N : ℝ) * k ^ 2 := by positivity
  constructor
  · -- the eigenvector has equal amplitudes on all doubles
    have hs := Real.sq_sqrt hnn
    set s := √(d ^ 2 + (N : ℝ) * k ^ 2)
    refine ⟨Fin.cons (d - s - 2 * d) (fun _ => k), ?_, ?_⟩
    · intro h
      have h1 := congrFun h (Fin.succ ⟨0, hN⟩)
      rw [Fin.cons_succ] at h1
      exact hk h1
    · funext i
      refine Fin.cases ?_ (fun j => ?_) i
      · rw [cidMatrix_mulVec_zero]
        simp only [Fin.cons_succ, Fin.cons_zero, Pi.smul_apply, smul_eq_mul,
          Finset.sum_const, Finset.card_univ, Fintype.card_fin, nsmul_eq_mul]
        linear_combination -hs
      · rw [cidMatrix_mulVec_succ]
        simp only [Fin.cons_succ, Fin.cons_zero, Pi.smul_apply, smul_eq_mul]
        ring
  · rintro E ⟨v, hv, hE⟩
    have h0 : k * ∑ i : Fin N, v i.succ = E * v 0 := by
      rw [← cidMatrix_mulVec_zero N d k v, hE, Pi.smul_apply, smul_eq_mul]
    have h1 : ∀ i : Fin N, (E - 2 * d) * v i.succ = k * v 0 := by
      intro i
      have h := cidMatrix_mulVec_succ N d k v i
      rw [hE, Pi.smul_apply, smul_eq_mul] at h
      linear_combination h
    have hbound : (E - d) ^ 2 ≤ d ^ 2 + (N : ℝ) * k ^ 2 := by
      by_cases hEd : E - 2 * d = 0
      · have : E = 2 * d := by linarith
        subst this
        have : 0 ≤ (N : ℝ) * k ^ 2 := by positivity
        linarith [show (2 * d - d) ^ 2 = d ^ 2 by ring]
      · have hv0 : v 0 ≠ 0 := by
          intro hz
          apply hv
          funext i
          refine Fin.cases hz (fun j => ?_) i
          have h := h1 j
          rw [hz, mul_zero] at h
          exact (mul_eq_zero.mp h).resolve_left hEd
        -- eliminating the doubles leaves the secular equation
        have hsum : (E - 2 * d) * ∑ i : Fin N, v i.succ = N * (k * v 0) := by
          rw [Finset.mul_sum, Finset.sum_congr rfl (fun i _ => h1 i)]
          simp
        have hsec : E * (E - 2 * d) = N * k ^ 2 := by
          apply mul_right_cancel₀ hv0
          linear_combination k * hsum - (E - 2 * d) * h0
        exact le_of_eq (by linear_combination hsec)
    linarith [(abs_le.mp (Real.abs_le_sqrt hbound)).1]
```

For membership, the proof supplies the vector \((-(d+s),k,\dots,k)\), where \(s=\sqrt{d^2+Nk^2}\). It is not normalised; after normalisation the reference has weight \((s+d)/(2s)\) and the doubles together have weight \((s-d)/(2s)\).

For the lower bound, the proof takes any eigenvalue \(E\) and shows \((E-d)^2\le d^2+Nk^2\). It splits on whether \(E=2d\), as I did. In the other case `hsum` sums the doubles equations and `hsec` is the secular equation. No sign of \(d\) is assumed, though calling this a correlation energy is most natural when \(d>0\).

Q: Lean's `deriv` returns zero where a function has no derivative. Your vanishing force could be an artefact of that.

A: That would be a fair objection if differentiability were not proved. For every \(N\ge1\) it is, together with the value of the gradient:

```lean
variable {D K : ℝ → ℝ} {D' K' x : ℝ}

/-- The doubles-CI gradient for `N ≥ 1` molecules, at a geometry where `D` and `K` are
differentiable and the coupling `K` is nonzero. -/
theorem hasDerivAt_cidEnergy {N : ℕ} (hN : 0 < N) (hD : HasDerivAt D D' x)
    (hK : HasDerivAt K K' x) (hk : K x ≠ 0) :
    HasDerivAt (fun y => cidEnergy N (D y) (K y))
      (D' - (D x * D' + N * (K x * K')) / √(D x ^ 2 + N * K x ^ 2)) x := by
  have hNr : (0 : ℝ) < N := Nat.cast_pos.mpr hN
  have hne : D x ^ 2 + (N : ℝ) * K x ^ 2 ≠ 0 := by positivity
  have h : HasDerivAt (fun y => D y ^ 2 + (N : ℝ) * K y ^ 2)
      (2 * (D x * D' + N * (K x * K'))) x := by
    simp only [sq]
    exact ((hD.fun_mul hD).fun_add ((hK.fun_mul hK).const_mul (N : ℝ))).congr_deriv (by ring)
  refine ((hD.fun_sub (h.sqrt hne)).congr_deriv ?_).congr_of_eventuallyEq ?_
  · rw [mul_div_mul_left _ _ two_ne_zero]
  · -- the coupling stays nonzero nearby, so the closed form holds there
    filter_upwards [hK.continuousAt.eventually_ne hk] with y hy
    exact (isLeast_cidLevels hN (D y) hy).csInf_eq
```

In Lean, `D'` and `K'` are just names of real numbers; `HasDerivAt D D' x` is what makes `D'` the derivative of `D` at `x`. The proof differentiates the closed form by the product and square-root rules. Since \(K\) is continuous at \(x\) and nonzero there, it stays nonzero nearby, so the closed form agrees with the lowest eigenvalue on a whole neighbourhood. Agreement at the single point \(x\) would not determine a derivative.

Q: Then the main limit should be short.

A: The idea is. Set \(t=1/N\) and regard the scaled gradient as a function `g` of \(t\). It is continuous at \(t=0\), because its denominator there is \(K(x)>0\), and its value there is \(-K'\).

```lean
/-- At a geometry where `D` and `K` are differentiable and `K > 0`, the doubles-CI gradient
of `N` noninteracting molecules divided by `√N` tends to `-K'`. -/
theorem tendsto_gradient_div_sqrt (hD : HasDerivAt D D' x) (hK : HasDerivAt K K' x)
    (hk : 0 < K x) :
    Tendsto (fun N : ℕ => deriv (fun y => cidEnergy N (D y) (K y)) x / √(N : ℝ))
      atTop (𝓝 (-K')) := by
  -- the scaled gradient as a function of t = 1/N
  let g : ℝ → ℝ := fun t =>
    D' * √t - (D x * D' * t + K x * K') / √(D x ^ 2 * t + K x ^ 2)
  have hroot : √(D x ^ 2 * 0 + K x ^ 2) = K x := by
    rw [mul_zero, zero_add, Real.sqrt_sq hk.le]
  have hc : ContinuousAt g 0 := by
    refine ContinuousAt.sub (by fun_prop) (ContinuousAt.div (by fun_prop) (by fun_prop) ?_)
    rw [hroot]
    exact hk.ne'
  have hg : g 0 = -K' := by
    change D' * √0 - (D x * D' * 0 + K x * K') / √(D x ^ 2 * 0 + K x ^ 2) = -K'
    rw [hroot, Real.sqrt_zero, mul_zero, mul_zero, zero_add, zero_sub,
      mul_div_cancel_left₀ _ hk.ne']
  have ht : Tendsto (fun N : ℕ => ((N : ℝ))⁻¹) atTop (𝓝 0) :=
    tendsto_inv_atTop_zero.comp tendsto_natCast_atTop_atTop
  have hlim := hc.tendsto.comp ht
  rw [hg] at hlim
  refine hlim.congr' ?_
  filter_upwards [eventually_gt_atTop 0] with N hN
  have hNr : (0 : ℝ) < N := Nat.cast_pos.mpr hN
  have hr : √(N : ℝ) ≠ 0 := (Real.sqrt_pos.mpr hNr).ne'
  have hs : √(D x ^ 2 + (N : ℝ) * K x ^ 2) ≠ 0 :=
    (Real.sqrt_pos.mpr (by positivity)).ne'
  have e1 : D x ^ 2 * (N : ℝ)⁻¹ + K x ^ 2 = (D x ^ 2 + N * K x ^ 2) / N := by
    field_simp
  have e2 : D x * D' * (N : ℝ)⁻¹ + K x * K'
      = (D x * D' + N * (K x * K')) / (√(N : ℝ) * √(N : ℝ)) := by
    rw [Real.mul_self_sqrt hNr.le]
    field_simp
  rw [(hasDerivAt_cidEnergy hN hD hK hk.ne').deriv]
  change D' * √((N : ℝ)⁻¹) - (D x * D' * (N : ℝ)⁻¹ + K x * K') /
    √(D x ^ 2 * (N : ℝ)⁻¹ + K x ^ 2) = _
  rw [e1, e2, Real.sqrt_inv, Real.sqrt_div (by positivity)]
  generalize √(D x ^ 2 + (N : ℝ) * K x ^ 2) = s at hs ⊢
  generalize √(N : ℝ) = r at hr ⊢
  generalize D x * D' + (N : ℝ) * (K x * K') = A
  field_simp
```

The first half proves the continuity and the value of `g 0`. The rest, from `e1` onwards, shows that `g` at \(1/N\) equals the gradient over \(\sqrt N\) for \(N\ge1\), which is the rearrangement I wrote in one line.

The statement per molecule follows on multiplying by \(1/\sqrt N\):

```lean
/-- At a geometry where `D` and `K` are differentiable and `K > 0`, the doubles-CI
correlation gradient per molecule vanishes as the number of molecules grows. -/
theorem tendsto_gradient_per_molecule (hD : HasDerivAt D D' x) (hK : HasDerivAt K K' x)
    (hk : 0 < K x) :
    Tendsto (fun N : ℕ => deriv (fun y => cidEnergy N (D y) (K y)) x / (N : ℝ))
      atTop (𝓝 0) := by
  have hi : Tendsto (fun N : ℕ => (√(N : ℝ))⁻¹) atTop (𝓝 0) :=
    tendsto_inv_atTop_zero.comp (Real.tendsto_sqrt_atTop.comp tendsto_natCast_atTop_atTop)
  have h := (tendsto_gradient_div_sqrt hD hK hk).mul hi
  rw [mul_zero] at h
  refine h.congr fun N => ?_
  rw [← div_eq_mul_inv, div_div, Real.mul_self_sqrt (Nat.cast_nonneg N)]
```

Q: A small force per molecule is not yet an error. What should it be compared with?

A: With \(N\) separate calculations, whose total gradient is \(NE_1'\). The error per molecule is

\[
\frac{E_N'-NE_1'}{N}=\frac{E_N'}{N}-E_1'\;\to\;-E_1'.
\]

In the limit the joint calculation loses the entire one-molecule correlation gradient.

```lean
/-- For `D` and `K` differentiable and `K > 0` at the geometry, the gradient error per molecule,
relative to `N` separately computed molecules, tends to minus the one-molecule gradient. -/
theorem tendsto_size_consistency_error (hD : HasDerivAt D D' x) (hK : HasDerivAt K K' x)
    (hk : 0 < K x) :
    Tendsto (fun N : ℕ => (deriv (fun y => cidEnergy N (D y) (K y)) x
        - N * deriv (fun y => cidEnergy 1 (D y) (K y)) x) / (N : ℝ))
      atTop (𝓝 (-deriv (fun y => cidEnergy 1 (D y) (K y)) x)) := by
  have h := (tendsto_gradient_per_molecule hD hK hk).sub_const
    (deriv (fun y => cidEnergy 1 (D y) (K y)) x)
  rw [zero_sub] at h
  refine h.congr' ?_
  filter_upwards [eventually_gt_atTop 0] with N hN
  have hNr : (N : ℝ) ≠ 0 := Nat.cast_ne_zero.mpr hN.ne'
  rw [sub_div, mul_div_cancel_left₀ _ hNr]
```

The proof subtracts the constant \(E_1'\) from the previous limit and cancels \(N\).

Q: What if the coupling happens to be stationary at this geometry?

A: Then \(K'=0\), and the \(\sqrt N\) growth disappears. What remains is \(E_N'=D'-DD'/S_N\), and \(S_N\) grows without bound, so the gradient of all \(N\) molecules together tends to \(D'\).

```lean
/-- If `D` and `K` are differentiable, `K > 0` and the coupling is stationary at the geometry,
the total doubles-CI gradient of all `N` molecules tends to the finite value `D'`. -/
theorem tendsto_gradient_of_stationary_coupling (hD : HasDerivAt D D' x)
    (hK : HasDerivAt K 0 x) (hk : 0 < K x) :
    Tendsto (fun N : ℕ => deriv (fun y => cidEnergy N (D y) (K y)) x) atTop (𝓝 D') := by
  have hk2 : 0 < K x ^ 2 := by positivity
  have hs : Tendsto (fun N : ℕ => √(D x ^ 2 + (N : ℝ) * K x ^ 2)) atTop atTop :=
    Real.tendsto_sqrt_atTop.comp (tendsto_atTop_add_const_left _ _
      (tendsto_natCast_atTop_atTop.atTop_mul_const hk2))
  have h := (hs.const_div_atTop (D x * D')).const_sub D'
  rw [sub_zero] at h
  refine h.congr' ?_
  filter_upwards [eventually_gt_atTop 0] with N hN
  rw [(hasDerivAt_cidEnergy hN hD hK hk.ne').deriv, mul_zero, mul_zero, add_zero]

end

end DoublesCIGradient
```

```lean
#print axioms DoublesCIGradient.tendsto_gradient_per_molecule
#print axioms DoublesCIGradient.tendsto_size_consistency_error
#print axioms DoublesCIGradient.tendsto_gradient_of_stationary_coupling
```

```
'DoublesCIGradient.tendsto_gradient_per_molecule' depends on axioms: [propext, Classical.choice, Quot.sound]
'DoublesCIGradient.tendsto_size_consistency_error' depends on axioms: [propext, Classical.choice, Quot.sound]
'DoublesCIGradient.tendsto_gradient_of_stationary_coupling' depends on axioms: [propext, Classical.choice, Quot.sound]
```

Q: How would I meet this in an actual calculation?

A: In the gradient that a doubles-CI program reports. However the program organises the work, that gradient equals the converged, normalised amplitudes contracted with the total derivatives of the matrix elements. In this model the contraction is

\[
E_N'=2K'c_0\sum_i c_i+2D'\sum_i c_i^2 .
\]

Take \(D=4\), \(K=3\), \(D'=0\), \(K'=1\) in arbitrary units. One molecule has \(S_1=5\) and \(E_1'=-3/5=-0.6\). Seventeen molecules have \(S_{17}=13\) and \(E_{17}'=-51/13\approx-3.92\), which is about \(-0.23\) per molecule. The weight of the double on each molecule has dropped from \(0.1\) to about \(0.02\): all the molecules share one normalised vector, and exciting one of them leaves the others in the reference.

A geometry optimiser receives the total gradient, which is the Hartree–Fock gradient plus this correlation part. For these noninteracting model molecules at a fixed geometry, the total force on each bond therefore approaches the Hartree–Fock force as more copies are included, although nothing physical has changed for any single molecule.

Q: So what must I still accept on physical grounds?

A: That the matrix represents your molecules. Lean starts from the matrix and does not derive it from an electronic Hamiltonian. The picture fits minimal-basis hydrogen molecules, with two orbitals and one relevant double each, where \(K\) is the exchange integral between the bonding and antibonding orbitals. The functions \(D(x)\) and \(K(x)\) must already contain the change of the orbitals with geometry, so that \(D'\) and \(K'\) are total derivatives. A real molecule with many doubles needs a larger matrix, and these theorems make no statement about that one.
